# On a line, the midpoint of two Gaussian atoms exp(-a(x ∓ d)²) is a strict local density minimum exactly when 2ad² > 1

Put one Gaussian atom exp(-(x - d)²) at d and its mirror image exp(-(x + d)²) at -d, and add them. For d = 1 the summed density is 2e⁻¹ ≈ 0.736 at the midpoint and 1 + e⁻⁴ ≈ 1.018 at either centre, so a valley separates the atoms. For d = 1/2 the midpoint value is 2e^(-1/4) ≈ 1.558 and the value at a centre is 1 + e⁻¹ ≈ 1.368. The valley has become a summit.

For a general exponent a > 0, write ρ for the summed density. Near the midpoint,

ρ(x)/ρ(0) = 1 + a(2ad² - 1)x² + higher orders in x.

The sign of 2ad² - 1 decides between the two pictures. Since a = 1/(2σ²) for a Gaussian of standard deviation σ, the condition 2ad² > 1 says, for d > 0, that d > σ. The expansion leaves open what happens at equality and whether the midpoint is the highest point of the whole line; the inequalities below settle both.

For basin populations, which assign charge to the attractors of a density, this means that in a one-dimensional sum of two equal Gaussians the dividing minimum at the midpoint disappears once the atoms are close enough.

```lean
import Mathlib

open Filter Topology

namespace GaussianPairBasins

noncomputable section
```

## The density as one Gaussian times a hyperbolic cosine

The model is

ρ(x) = exp(-a(x - d)²) + exp(-a(x + d)²).

In `pairDensity a d x` all three arguments are real numbers. Each atom has peak height 1. Multiplying by √(a/π) would give each atom unit population without affecting any comparison between points.

```lean
/-- The density on the line of two equal Gaussian atoms with exponent `a`, centred at `d` and
`-d`. -/
def pairDensity (a d x : ℝ) : ℝ :=
  Real.exp (-a * (x - d) ^ 2) + Real.exp (-a * (x + d) ^ 2)
```

Expanding the squares gives

-a(x ∓ d)² = -ad² - ax² ± 2adx.

The two terms share the factor exp(-ad²) exp(-ax²), and what remains is exp(2adx) + exp(-2adx) = 2 cosh(2adx). Hence

ρ(x) = 2 exp(-ad²) · exp(-ax²) cosh(2adx).

```lean
/-- The pair density is a single Gaussian at the midpoint, modulated by a hyperbolic cosine. -/
theorem pairDensity_eq (a d x : ℝ) :
    pairDensity a d x =
      2 * Real.exp (-a * d ^ 2) * (Real.exp (-a * x ^ 2) * Real.cosh (2 * a * d * x)) := by
  have h1 : Real.exp (-a * (x - d) ^ 2) =
      Real.exp (-a * d ^ 2) * Real.exp (-a * x ^ 2) * Real.exp (2 * a * d * x) := by
    rw [← Real.exp_add, ← Real.exp_add]
    congr 1
    ring
  have h2 : Real.exp (-a * (x + d) ^ 2) =
      Real.exp (-a * d ^ 2) * Real.exp (-a * x ^ 2) * Real.exp (-(2 * a * d * x)) := by
    rw [← Real.exp_add, ← Real.exp_add]
    congr 1
    ring
  rw [pairDensity, h1, h2, Real.cosh_eq]
  ring
```

At x = 0 the last two factors equal 1, so ρ(0) = 2 exp(-ad²). Every comparison with the midpoint therefore asks whether exp(-ax²) cosh(2adx) lies above or below 1.

```lean
lemma pairDensity_zero (a d : ℝ) : pairDensity a d 0 = 2 * Real.exp (-a * d ^ 2) := by
  rw [pairDensity_eq]
  simp
```

Both x² and the hyperbolic cosine are even, so ρ(-x) = ρ(x).

```lean
lemma pairDensity_neg (a d x : ℝ) : pairDensity a d (-x) = pairDensity a d x := by
  simp only [pairDensity_eq, mul_neg, Real.cosh_neg, neg_sq]
```

## Bounds on cosh from both sides

From cosh 2z = cosh² z + sinh² z and cosh² z = 1 + sinh² z, with z = y/2,

cosh y = 2 cosh²(y/2) - 1.

```lean
lemma cosh_half (y : ℝ) : Real.cosh y = 2 * Real.cosh (y / 2) ^ 2 - 1 := by
  have h1 := Real.cosh_two_mul (y / 2)
  have h2 := Real.cosh_sq (y / 2)
  rw [show 2 * (y / 2) = y by ring] at h1
  linarith
```

The upper bound starts from cosh z ≤ exp(z²/2), which Mathlib supplies. It follows by comparing the series term by term, because (2n)! ≥ 2ⁿ n!. To make it strict for y ≠ 0, apply it at z = y/2 and square:

cosh²(y/2) ≤ t, where t = exp(y²/4) > 1.

The half-argument formula then gives

cosh y ≤ 2t - 1 < t² = exp(y²/2),

where the strict step is (t - 1)² > 0. The final `nlinarith` call receives exactly this square as a hint.

```lean
/-- Away from the origin the hyperbolic cosine lies strictly below the Gaussian growth
`exp (y ^ 2 / 2)`. -/
theorem cosh_lt_exp_half_sq {y : ℝ} (hy : y ≠ 0) : Real.cosh y < Real.exp (y ^ 2 / 2) := by
  have hs : Real.cosh (y / 2) ^ 2 ≤ Real.exp (y ^ 2 / 4) := by
    calc Real.cosh (y / 2) ^ 2 ≤ Real.exp ((y / 2) ^ 2 / 2) ^ 2 :=
          pow_le_pow_left₀ (Real.cosh_pos _).le (Real.cosh_le_exp_half_sq (y / 2)) 2
      _ = Real.exp (y ^ 2 / 4) := by
          rw [← Real.exp_nat_mul]
          congr 1
          push_cast
          ring
  have he : Real.exp (y ^ 2 / 2) = Real.exp (y ^ 2 / 4) ^ 2 := by
    rw [← Real.exp_nat_mul]
    congr 1
    push_cast
    ring
  have ht : 1 < Real.exp (y ^ 2 / 4) := Real.one_lt_exp_iff.mpr (by positivity)
  -- with t = exp (y² / 4) the claim reduces to 2 t - 1 < t²
  rw [cosh_half y, he]
  nlinarith [mul_pos (sub_pos.2 ht) (sub_pos.2 ht)]
```

For the lower bound, |sinh z| ≥ |z| gives

cosh y = 1 + 2 sinh²(y/2) ≥ 1 + y²/2.

```lean
lemma one_add_half_sq_le_cosh (y : ℝ) : 1 + y ^ 2 / 2 ≤ Real.cosh y := by
  have h1 : (y / 2) ^ 2 ≤ Real.sinh (y / 2) ^ 2 := by
    apply sq_le_sq.mpr
    rw [Real.abs_sinh]
    exact Real.self_le_sinh_iff.mpr (abs_nonneg _)
  have h2 := Real.cosh_sq (y / 2)
  have h3 := cosh_half y
  nlinarith
```

## Separated atoms: the density rises from the midpoint

Set u = ax² and k = 2ad². With y = 2adx we have y²/2 = 2a²d²x² = ku. Suppose x ≠ 0 and ku < k - 1. The bounds exp(-u) ≥ 1 - u and cosh y ≥ 1 + ku give

exp(-u) cosh y ≥ (1 - u)(1 + ku) = 1 + u(k - 1 - ku) > 1.

Hence ρ(x) > ρ(0). The code also derives u < 1, although this chain does not need it.

```lean
/-- At every displacement `x ≠ 0` with `2 a² d² x² < 2 a d² - 1` the density exceeds its value
at the midpoint. -/
theorem midpoint_lt_of_small {a d x : ℝ} (ha : 0 < a) (hx : x ≠ 0)
    (h : 2 * a ^ 2 * d ^ 2 * x ^ 2 < 2 * a * d ^ 2 - 1) :
    pairDensity a d 0 < pairDensity a d x := by
  have hu : 0 < a * x ^ 2 := by positivity
  have hk : 0 ≤ 2 * a * d ^ 2 := by positivity
  have hu1 : a * x ^ 2 < 1 := by
    by_contra hcon
    have hcon' : 0 ≤ a * x ^ 2 - 1 := by linarith [not_lt.mp hcon]
    nlinarith [mul_nonneg hk hcon']
  have h1 : 1 - a * x ^ 2 ≤ Real.exp (-a * x ^ 2) := by
    have := Real.add_one_le_exp (-a * x ^ 2)
    linarith
  have h2 := one_add_half_sq_le_cosh (2 * a * d * x)
  -- the two elementary bounds multiply to something larger than one
  have h3 : 1 < (1 - a * x ^ 2) * (1 + (2 * a * d * x) ^ 2 / 2) := by
    nlinarith [mul_pos hu (sub_pos.2 h)]
  have h4 : 1 < Real.exp (-a * x ^ 2) * Real.cosh (2 * a * d * x) :=
    lt_of_lt_of_le h3 (mul_le_mul h1 h2 (by positivity) (Real.exp_pos _).le)
  rw [pairDensity_zero, pairDensity_eq]
  exact lt_mul_of_one_lt_right (by positivity) h4
```

If k > 1, the condition 2a²d²x² < k - 1 holds at x = 0 and, by continuity, on an open interval around it. Every nonzero x in that interval has ρ(x) > ρ(0), which is the meaning of a strict local minimum. In Lean, `∀ᶠ x in 𝓝[≠] (0 : ℝ)` reads "for all x ≠ 0 sufficiently close to 0".

```lean
/-- For `2 a d² > 1` the midpoint is a strict local minimum of the density. -/
theorem midpoint_strict_local_min {a d : ℝ} (ha : 0 < a) (h : 1 < 2 * a * d ^ 2) :
    ∀ᶠ x in 𝓝[≠] (0 : ℝ), pairDensity a d 0 < pairDensity a d x := by
  have hc : Continuous fun x : ℝ => 2 * a ^ 2 * d ^ 2 * x ^ 2 := by fun_prop
  have hn : {x : ℝ | 2 * a ^ 2 * d ^ 2 * x ^ 2 < 2 * a * d ^ 2 - 1} ∈ 𝓝 (0 : ℝ) := by
    apply (isOpen_lt hc continuous_const).mem_nhds
    show 2 * a ^ 2 * d ^ 2 * (0 : ℝ) ^ 2 < 2 * a * d ^ 2 - 1
    linarith
  filter_upwards [nhdsWithin_le_nhds hn, self_mem_nhdsWithin] with x hx hx0
  exact midpoint_lt_of_small ha hx0 hx
```

## Close atoms: the midpoint is the highest point

Now let k ≤ 1 and x ≠ 0. Then y²/2 = ku ≤ u. If y ≠ 0,

cosh y < exp(y²/2) ≤ exp(u).

If y = 0, which happens only for d = 0, then cosh y = 1 < exp(u). In both cases multiplication by exp(-u) gives

exp(-u) cosh y < 1,

so ρ(x) < ρ(0) for every x ≠ 0. Equality k = 1 is included, where the quadratic term of the expansion vanishes. The proof splits into the same two cases with `by_cases`.

```lean
/-- For `a > 0` and `2 a d² ≤ 1` the density at every other point is strictly below its midpoint
value. -/
theorem midpoint_unique_max {a d x : ℝ} (ha : 0 < a) (h : 2 * a * d ^ 2 ≤ 1) (hx : x ≠ 0) :
    pairDensity a d x < pairDensity a d 0 := by
  have hu : 0 < a * x ^ 2 := by positivity
  have hcosh : Real.cosh (2 * a * d * x) < Real.exp (a * x ^ 2) := by
    by_cases hy : 2 * a * d * x = 0
    · rw [hy, Real.cosh_zero]
      exact Real.one_lt_exp_iff.mpr hu
    · refine lt_of_lt_of_le (cosh_lt_exp_half_sq hy) (Real.exp_le_exp.mpr ?_)
      nlinarith [mul_nonneg hu.le (sub_nonneg.2 h)]
  have h1 : Real.exp (-a * x ^ 2) * Real.cosh (2 * a * d * x) < 1 := by
    calc Real.exp (-a * x ^ 2) * Real.cosh (2 * a * d * x)
        < Real.exp (-a * x ^ 2) * Real.exp (a * x ^ 2) :=
          mul_lt_mul_of_pos_left hcosh (Real.exp_pos _)
      _ = 1 := by
          rw [← Real.exp_add, show -a * x ^ 2 + a * x ^ 2 = 0 by ring, Real.exp_zero]
  rw [pairDensity_zero, pairDensity_eq]
  exact mul_lt_of_lt_one_right (by positivity) h1
```

## The threshold as two equivalences

The next theorem says, for a > 0 and every real d:

- the midpoint is a strict local minimum if and only if 2ad² > 1;
- the midpoint is a global maximum, meaning ρ(x) ≤ ρ(0) for all x, if and only if 2ad² ≤ 1.

The implications from the parameter to the shape are already available. For the converses, suppose that the midpoint is a strict local minimum but 2ad² ≤ 1. Some nearby x then has ρ(x) > ρ(0), contradicting the global maximum. The other converse uses the same contradiction with the roles exchanged. In the code, `.exists` extracts the nearby point.

```lean
/-- The midpoint of two equal Gaussian atoms is a strict local minimum of the density exactly
when `2 a d² > 1`, and a global maximum exactly when `2 a d² ≤ 1`. -/
theorem basin_boundary_criterion {a : ℝ} (ha : 0 < a) (d : ℝ) :
    ((∀ᶠ x in 𝓝[≠] (0 : ℝ), pairDensity a d 0 < pairDensity a d x) ↔ 1 < 2 * a * d ^ 2) ∧
    ((∀ x, pairDensity a d x ≤ pairDensity a d 0) ↔ 2 * a * d ^ 2 ≤ 1) := by
  have hmax : 2 * a * d ^ 2 ≤ 1 → ∀ x, pairDensity a d x ≤ pairDensity a d 0 := by
    intro h x
    by_cases hx : x = 0
    · rw [hx]
    · exact (midpoint_unique_max ha h hx).le
  refine ⟨⟨fun hev => ?_, midpoint_strict_local_min ha⟩, ⟨fun hall => ?_, hmax⟩⟩
  · by_contra hcon
    obtain ⟨x, hx⟩ := hev.exists
    exact absurd hx (not_lt_of_ge (hmax (not_lt.mp hcon) x))
  · by_contra hcon
    obtain ⟨x, hx⟩ := (midpoint_strict_local_min ha (not_le.mp hcon)).exists
    exact absurd hx (not_lt_of_ge (hall x))
```

## A mirror pair of maxima on either side

Let d > 0 and 2ad² > 1. The continuous function ρ attains a maximum over the compact interval [0, d] at some m. For x ≥ d,

(x - d)² ≥ 0 and (x + d)² ≥ (2d)²,

so neither Gaussian is larger at x than at d, and ρ(x) ≤ ρ(d) ≤ ρ(m). Mirror symmetry extends the bound to negative x. Finally m ≠ 0, because points near the midpoint have a higher density than the midpoint itself. Thus 0 < m ≤ d, and both m and -m are global maxima on the whole line.

In the proof, `hpos` covers the half-line x ≥ 0, `hall` adds the reflected half, and `hm0` excludes the midpoint.

```lean
/-- For `a > 0`, `d > 0` and `2 a d² > 1` the density attains its global maximum at a mirror pair of
points `m` and `-m` with `0 < m ≤ d`. -/
theorem two_attractors {a d : ℝ} (ha : 0 < a) (hd : 0 < d) (h : 1 < 2 * a * d ^ 2) :
    ∃ m, 0 < m ∧ m ≤ d ∧ (∀ x, pairDensity a d x ≤ pairDensity a d m) ∧
      ∀ x, pairDensity a d x ≤ pairDensity a d (-m) := by
  have hc : Continuous (pairDensity a d) := by
    unfold pairDensity
    fun_prop
  obtain ⟨m, hm, hmax⟩ :=
    isCompact_Icc.exists_isMaxOn (Set.nonempty_Icc.mpr hd.le) hc.continuousOn
  have hin := isMaxOn_iff.mp hmax
  -- for x ≥ d neither Gaussian is larger at x than at d
  have hpos : ∀ x, 0 ≤ x → pairDensity a d x ≤ pairDensity a d m := by
    intro x hx
    rcases le_total x d with hxd | hxd
    · exact hin x ⟨hx, hxd⟩
    · refine le_trans ?_ (hin d ⟨hd.le, le_rfl⟩)
      have h2 : (d + d) ^ 2 ≤ (x + d) ^ 2 := pow_le_pow_left₀ (by linarith) (by linarith) 2
      unfold pairDensity
      apply add_le_add
      · apply Real.exp_le_exp.mpr
        nlinarith [mul_nonneg ha.le (sq_nonneg (x - d))]
      · apply Real.exp_le_exp.mpr
        nlinarith [mul_le_mul_of_nonneg_left h2 ha.le]
  have hall : ∀ x, pairDensity a d x ≤ pairDensity a d m := by
    intro x
    rcases le_total 0 x with hx | hx
    · exact hpos x hx
    · rw [← pairDensity_neg]
      exact hpos (-x) (by linarith)
  have hm0 : m ≠ 0 := by
    intro h0
    obtain ⟨x, hx⟩ := (midpoint_strict_local_min ha h).exists
    have hle := hall x
    rw [h0] at hle
    exact absurd hx (not_lt_of_ge hle)
  refine ⟨m, lt_of_le_of_ne hm.1 (Ne.symm hm0), hm.2, hall, fun x => ?_⟩
  rw [pairDensity_neg a d m]
  exact hall x

end

end GaussianPairBasins
```

```lean
#print axioms GaussianPairBasins.midpoint_strict_local_min
#print axioms GaussianPairBasins.basin_boundary_criterion
#print axioms GaussianPairBasins.two_attractors
```

```
'GaussianPairBasins.midpoint_strict_local_min' depends on axioms: [propext, Classical.choice, Quot.sound]
'GaussianPairBasins.basin_boundary_criterion' depends on axioms: [propext, Classical.choice, Quot.sound]
'GaussianPairBasins.two_attractors' depends on axioms: [propext, Classical.choice, Quot.sound]
```

## Smooth atoms, a bonding orbital and three dimensions

The model has equal exponents, equal weights and one spatial dimension. Its Gaussians have smooth tops, whereas the electron density at a point nucleus has a cusp, so the merging of maxima described here belongs to smooth model densities. The theorems compare density values; they neither construct gradient paths or integrate basin populations, nor show that ±m are the only maxima.

The same argument covers the density of a bonding orbital. Take atomic orbitals exp(-α(x ∓ d)²) with α > 0 and occupy their normalised sum. That density is a positive constant times the square of `pairDensity α d x`. Squaring positive numbers preserves their order, so the midpoint is a strict local minimum exactly when 2αd² > 1. Adding the two atomic densities without the overlap term corresponds to a = 2α and gives the threshold 4αd² > 1. With the overlap term included, the atoms must therefore be √2 times further apart before a minimum appears between them.

A three-dimensional model with spherical Gaussians centred on the x axis would multiply ρ(x) by exp(-a(y² + z²)), where y and z are now the transverse coordinates. The criterion for a global maximum at the midpoint would be unchanged. For 2ad² > 1, however, the midpoint would be a saddle: a minimum along the axis and a maximum across it. The first equivalence would then have to be stated along the axis only.
